# For positive definite A and independent deflation vectors, the deflated matrix PA has exactly their span as its kernel

Take two coupled coordinates with stiffness matrix $A$ and a single deflation vector $Z$ along the first coordinate:

$$A=\begin{pmatrix}2&1\\1&2\end{pmatrix},\qquad Z=\begin{pmatrix}1\\0\end{pmatrix}.$$

The number $E=Z^TAZ=2$ is the stiffness along $Z$. From it one builds

$$P=1-AZE^{-1}Z^T=\begin{pmatrix}0&0\\-\tfrac12&1\end{pmatrix},\qquad PA=\begin{pmatrix}0&0\\0&\tfrac32\end{pmatrix}.$$

Squaring $P$ gives $P$ again, although $P$ is not symmetric: it is an oblique projector. The product $PA$ is symmetric and has no negative eigenvalue, and the vectors it sends to zero are the multiples of $Z$. The remaining entry $\tfrac32$ is the stiffness felt by the second coordinate when the first is free to relax. It is smaller than the bare value $2$ because relaxation lowers the energy.

For any real symmetric positive definite $A$ of finite size and any $Z$ with independent columns, $P$ is again idempotent, $PA$ is symmetric with no negative eigenvalue, and the kernel of $PA$ is the span of the columns of $Z$. In special cases, such as $A=1$, $P$ is symmetric too. Positive definite matrices $A$ arise in electronic-structure codes, for example from a discretised Poisson equation with fixed boundary values. There, deflation can take a few troublesome directions out of the system given to an iterative solver; the theorems describe this in exact arithmetic and say nothing about convergence rates.

## The matrices and their sizes

```lean
import Mathlib

open Matrix

namespace DeflationProjector

noncomputable section

variable {n m : Type*} [Fintype n] [DecidableEq n] [Fintype m] [DecidableEq m]
```

The first line loads the Mathlib library. The types `n` and `m` are finite index sets: `n` labels the coordinates, such as grid points or basis functions, and `m` labels the deflation vectors. Their sizes are written $|n|$ and $|m|$ below. Curly braces around variables, here and in the theorems, mean that Lean works these arguments out from the context.

```lean
/-- The coarse matrix `E = Zᵀ A Z`: the matrix of the quadratic form of `A` in the coefficients of
the deflation vectors. -/
def coarse (A : Matrix n n ℝ) (Z : Matrix n m ℝ) : Matrix m m ℝ := Zᵀ * A * Z
```

`Matrix n m ℝ` is the type of real matrices with rows labelled by `n` and columns by `m`, so the columns of `Z` are the deflation vectors. The definition is $E=Z^TAZ$, a small matrix of size $|m|\times|m|$, called the coarse matrix.

```lean
/-- The deflation projector `P = 1 - A Z E⁻¹ Zᵀ`. -/
def deflation (A : Matrix n n ℝ) (Z : Matrix n m ℝ) : Matrix n n ℝ :=
  1 - A * Z * (coarse A Z)⁻¹ * Zᵀ
```

This is $P=1-AZE^{-1}Z^T$, where `1` is the identity matrix. Lean assigns a value to `⁻¹` even for a singular matrix, so the definition needs no hypotheses. Invertibility of $E$ has to be proved before the inverse can be used as one.

## Energies and transposes

```lean
omit [DecidableEq n] in
/-- A nonzero vector has positive energy in a positive definite matrix. -/
theorem energy_pos {A : Matrix n n ℝ} (hA : A.PosDef) {u : n → ℝ} (hu : u ≠ 0) :
    0 < u ⬝ᵥ A *ᵥ u := by
  have h := hA.dotProduct_mulVec_pos hu
  rwa [star_trivial] at h
```

The symbol `*ᵥ` applies a matrix to a vector, and `⬝ᵥ` is the dot product. The statement says that $u\cdot Au>0$ for every $u\neq0$. This quadratic form is called the energy of $u$; for a harmonic system with displacement $u$ it is twice the potential energy, and $u$ is not normalised.

The hypothesis `A.PosDef` contains both symmetry and positivity. Mathlib states it with complex conjugation, which does nothing to real numbers, and `star_trivial` removes it. Physically, the hypothesis says that every displacement costs energy, so there are no free translations or other zero modes.

```lean
/-- A real matrix moves across the dot product as its transpose. -/
theorem dot_move {k l : Type*} [Fintype k] [Fintype l] (B : Matrix k l ℝ)
    (v : l → ℝ) (w : k → ℝ) : (B *ᵥ v) ⬝ᵥ w = v ⬝ᵥ (Bᵀ *ᵥ w) := by
  rw [dotProduct_mulVec, vecMul_transpose]
```

For a real matrix $B$ and vectors $v$, $w$ of matching lengths, $(Bv)\cdot w=v\cdot(B^Tw)$. Most of the energy arguments below start with this step.

## Why the coarse matrix can be inverted

```lean
/-- For positive definite `A` and independent deflation vectors the coarse matrix is
invertible. -/
theorem coarse_isUnit_det {A : Matrix n n ℝ} {Z : Matrix n m ℝ} (hA : A.PosDef)
    (hZ : Function.Injective Z.mulVec) : IsUnit (coarse A Z).det := by
  rw [isUnit_iff_ne_zero]
  intro h0
  -- a null vector of `E` would give a nonzero vector `Z v` of zero energy
  obtain ⟨v, hv, hEv⟩ := Matrix.exists_mulVec_eq_zero_iff.mpr h0
  have hZv : Z *ᵥ v ≠ 0 := fun h => hv (hZ (h.trans (mulVec_zero Z).symm))
  have hpos := energy_pos hA hZv
  have e : Zᵀ *ᵥ (A *ᵥ (Z *ᵥ v)) = coarse A Z *ᵥ v := by
    simp only [coarse, mulVec_mulVec, Matrix.mul_assoc]
  rw [dot_move, e, hEv, dotProduct_zero] at hpos
  exact lt_irrefl _ hpos
```

The hypothesis `hZ` says that the map $c\mapsto Zc$ is injective. This is linear independence of the columns: two different sets of coefficients never give the same vector. The conclusion, that $\det E$ is a unit, means for real numbers that it is nonzero. All the results below assume that $A$ is positive definite and that the columns of $Z$ are independent, even where a docstring does not repeat it; the one exception is the formula for $P^T$, which assumes only the first.

Suppose $\det E=0$. Then some $v\neq0$ satisfies $Ev=0$. Injectivity gives $Zv\neq0$, so its energy is positive. But

$$0<(Zv)\cdot A(Zv)=v\cdot Z^TAZv=v\cdot Ev=0,$$

which is impossible. In the code, `obtain` extracts $v$, `hpos` holds the positive energy, and `rw` rewrites it along this chain until it reads $0<0$. The last line, with `lt_irrefl`, rejects that inequality.

## What the projector annihilates

```lean
/-- The projector annihilates the images `A Z` of the deflation vectors. -/
theorem deflation_mul_image {A : Matrix n n ℝ} {Z : Matrix n m ℝ} (hA : A.PosDef)
    (hZ : Function.Injective Z.mulVec) : deflation A Z * (A * Z) = 0 := by
  have hE : (coarse A Z)⁻¹ * (Zᵀ * (A * Z)) = 1 := by
    rw [← Matrix.mul_assoc Zᵀ A Z]
    exact nonsing_inv_mul _ (coarse_isUnit_det hA hZ)
  rw [deflation, Matrix.sub_mul, Matrix.one_mul,
    Matrix.mul_assoc (A * Z * (coarse A Z)⁻¹), Matrix.mul_assoc (A * Z), hE,
    Matrix.mul_one, sub_self]
```

With $E^{-1}E=1$ available, the calculation is

$$PAZ=AZ-AZE^{-1}(Z^TAZ)=AZ-AZ=0.$$

The auxiliary statement `hE` is $E^{-1}Z^TAZ=1$. The remaining rewrites multiply out the bracket and move parentheses until `hE` applies.

```lean
/-- The transposed projector subtracts from a vector a combination of the deflation vectors. -/
theorem deflation_transpose {A : Matrix n n ℝ} (hA : A.PosDef) (Z : Matrix n m ℝ) :
    (deflation A Z)ᵀ = 1 - Z * (((coarse A Z)⁻¹)ᵀ * (Zᵀ * A)) := by
  have hAt : Aᵀ = A := by
    have h := hA.isHermitian.eq
    rwa [conjTranspose_eq_transpose_of_trivial] at h
  simp only [deflation, transpose_sub, transpose_one, transpose_mul, transpose_transpose,
    hAt, Matrix.mul_assoc]
```

Transposing the definition and using $A^T=A$ gives

$$P^T=1-Z\,(E^{-1})^T Z^TA.$$

Applied to a vector $x$, this subtracts a combination of the deflation vectors with coefficients $c_*=(E^{-1})^TZ^TAx$, so that $P^Tx=x-Zc_*$. Since $E$ is symmetric, the transpose on its inverse could be dropped, but the argument never needs that. On paper the formula needs independent columns, so that $E^{-1}$ exists. Lean gives `⁻¹` a value even when $E$ is singular, and the transposition uses no property of that value, so `hZ` is absent.

```lean
/-- Projecting `A` from the left alone gives the same matrix as projecting it from both
sides: `P A Pᵀ = P A`. -/
theorem deflation_congruence {A : Matrix n n ℝ} {Z : Matrix n m ℝ} (hA : A.PosDef)
    (hZ : Function.Injective Z.mulVec) :
    deflation A Z * A * (deflation A Z)ᵀ = deflation A Z * A := by
  rw [deflation_transpose hA, Matrix.mul_sub, Matrix.mul_one,
    ← Matrix.mul_assoc (deflation A Z * A) Z, Matrix.mul_assoc (deflation A Z) A Z,
    deflation_mul_image hA hZ, Matrix.zero_mul, sub_zero]
```

Inserting the formula for $P^T$ gives

$$PAP^T=PA-(PAZ)(E^{-1})^TZ^TA=PA.$$

The second term vanishes by $PAZ=0$. The left-hand side is visibly symmetric, whereas the product $PA$ does not look it, since $P$ itself need not be symmetric.

```lean
/-- The energy of `x` in the deflated matrix `P A` is the energy of `Pᵀ x` in `A`. -/
theorem deflated_energy {A : Matrix n n ℝ} {Z : Matrix n m ℝ} (hA : A.PosDef)
    (hZ : Function.Injective Z.mulVec) (x : n → ℝ) :
    ((deflation A Z)ᵀ *ᵥ x) ⬝ᵥ A *ᵥ ((deflation A Z)ᵀ *ᵥ x)
      = x ⬝ᵥ (deflation A Z * A) *ᵥ x := by
  rw [dot_move, transpose_transpose, ← deflation_congruence hA hZ]
  simp only [mulVec_mulVec, Matrix.mul_assoc]
```

Moving $P^T$ across the dot product turns this identity into one for energies:

$$(P^Tx)\cdot A(P^Tx)=x\cdot PAP^Tx=x\cdot PAx.$$

The energy of $x$ in the deflated matrix is therefore the energy in $A$ of what remains of $x$ after the subtraction.

## The projector, the semidefinite matrix and its kernel

```lean
/-- For positive definite `A` and independent deflation vectors, `P` is idempotent, `P A` is
symmetric positive semidefinite, and the kernel of `P A` is exactly the column space of `Z`. -/
theorem deflation_projector {A : Matrix n n ℝ} {Z : Matrix n m ℝ} (hA : A.PosDef)
    (hZ : Function.Injective Z.mulVec) :
    deflation A Z * deflation A Z = deflation A Z ∧
    (deflation A Z * A).PosSemidef ∧
    LinearMap.ker (deflation A Z * A).mulVecLin = LinearMap.range Z.mulVecLin := by
  have hPAZ := deflation_mul_image hA hZ
  refine ⟨?_, ?_, ?_⟩
  · -- expand the right factor and use `P A Z = 0`
    have h : deflation A Z * deflation A Z
        = deflation A Z * (1 - A * Z * (coarse A Z)⁻¹ * Zᵀ) := rfl
    rw [h, Matrix.mul_sub, Matrix.mul_one,
      ← Matrix.mul_assoc (deflation A Z) (A * Z * (coarse A Z)⁻¹) Zᵀ,
      ← Matrix.mul_assoc (deflation A Z) (A * Z) (coarse A Z)⁻¹, hPAZ,
      Matrix.zero_mul, Matrix.zero_mul, sub_zero]
  · -- `P A = P A Pᵀ` has the form `B A Bᵀ` with `A` positive semidefinite
    have h := hA.posSemidef.mul_mul_conjTranspose_same (deflation A Z)
    rwa [conjTranspose_eq_transpose_of_trivial, deflation_congruence hA hZ] at h
  · ext x
    simp only [LinearMap.mem_ker, LinearMap.mem_range, mulVecLin_apply]
    constructor
    · intro hx
      -- `Pᵀ x` has zero energy, hence vanishes
      have hw : (deflation A Z)ᵀ *ᵥ x = 0 := by
        by_contra hne
        have hpos := energy_pos hA hne
        rw [deflated_energy hA hZ x, hx, dotProduct_zero] at hpos
        exact lt_irrefl _ hpos
      rw [deflation_transpose hA, sub_mulVec, one_mulVec, ← mulVec_mulVec, sub_eq_zero] at hw
      exact ⟨_, hw.symm⟩
    · rintro ⟨c, rfl⟩
      rw [mulVec_mulVec, Matrix.mul_assoc, hPAZ, zero_mulVec]
```

The sign `∧` means "and", so the theorem makes three claims under the same two hypotheses. `PosSemidef` includes symmetry as well as nonnegative energies. `mulVecLin` turns a matrix into a linear map, so the last claim is an equality of two subspaces: the kernel of $PA$ and the range of $Z$, which is its column space. The line with `refine` splits the proof into three goals.

**Idempotency.** Expanding the right-hand factor gives

$$P^2=P-(PAZ)E^{-1}Z^T=P.$$

**Semidefiniteness.** For any matrix $B$, the product $BAB^T$ is symmetric positive semidefinite when $A$ is. Mathlib supplies this fact, the code uses it with $B=P$, and $PAP^T=PA$ finishes the claim.

**Kernel.** The command `ext x` reduces equality of the subspaces to the statement that a vector $x$ lies in one exactly when it lies in the other, and `constructor` separates the two directions.

Suppose first that $PAx=0$. The energy of $P^Tx$ is $x\cdot PAx=0$, and a nonzero vector would have positive energy, so $P^Tx=0$. Written out, this is

$$x=Z\,(E^{-1})^TZ^TAx,$$

a combination of the columns of $Z$. The code argues by contradiction through `by_contra` and then hands over this equation as the required combination.

Conversely, if $x=Zc$ for some coefficients $c$, then $PAx=(PAZ)c=0$.

For a linear system $Ax=b$, the kernel shows how much the deflated system $PAx=Pb$ leaves open: its solutions differ from one another by combinations of the deflation vectors. With no deflation vectors at all, $P=1$ and the kernel is zero; with $|m|=|n|$, $PA=0$ and the kernel is the whole space.

## Deflation as relaxation

```lean
/-- The deflated energy of `x` is the least `A`-energy of `x - Z c` over all
coefficient vectors `c`, and the minimum is attained. -/
theorem deflated_energy_isLeast {A : Matrix n n ℝ} {Z : Matrix n m ℝ} (hA : A.PosDef)
    (hZ : Function.Injective Z.mulVec) (x : n → ℝ) :
    IsLeast (Set.range fun c : m → ℝ => (x - Z *ᵥ c) ⬝ᵥ A *ᵥ (x - Z *ᵥ c))
      (x ⬝ᵥ (deflation A Z * A) *ᵥ x) := by
  have hc : (deflation A Z)ᵀ *ᵥ x
      = x - Z *ᵥ ((((coarse A Z)⁻¹)ᵀ * (Zᵀ * A)) *ᵥ x) := by
    rw [deflation_transpose hA, sub_mulVec, one_mulVec, ← mulVec_mulVec]
  constructor
  · refine ⟨(((coarse A Z)⁻¹)ᵀ * (Zᵀ * A)) *ᵥ x, ?_⟩
    beta_reduce
    rw [← hc, deflated_energy hA hZ]
  · rintro _ ⟨c, rfl⟩
    beta_reduce
    -- split `x - Z c` into `Pᵀ x` and a coarse part `Z d`
    obtain ⟨d, hy⟩ : ∃ d : m → ℝ, x - Z *ᵥ c = (deflation A Z)ᵀ *ᵥ x + Z *ᵥ d := by
      refine ⟨(((coarse A Z)⁻¹)ᵀ * (Zᵀ * A)) *ᵥ x - c, ?_⟩
      rw [hc, mulVec_sub]
      abel
    have hAt : Aᵀ = A := by
      have h := hA.isHermitian.eq
      rwa [conjTranspose_eq_transpose_of_trivial] at h
    have hs : ∀ u v : n → ℝ, u ⬝ᵥ A *ᵥ v = v ⬝ᵥ A *ᵥ u := by
      intro u v
      rw [dotProduct_comm u, dot_move, hAt]
    -- the two parts are `A`-orthogonal
    have h1 : ((deflation A Z)ᵀ *ᵥ x) ⬝ᵥ A *ᵥ (Z *ᵥ d) = 0 := by
      rw [dot_move, transpose_transpose, mulVec_mulVec d A Z, mulVec_mulVec,
        deflation_mul_image hA hZ, zero_mulVec, dotProduct_zero]
    have h2 : (Z *ᵥ d) ⬝ᵥ A *ᵥ ((deflation A Z)ᵀ *ᵥ x) = 0 := (hs _ _).trans h1
    have h3 : 0 ≤ (Z *ᵥ d) ⬝ᵥ A *ᵥ (Z *ᵥ d) := by
      by_cases h : Z *ᵥ d = 0
      · rw [h, zero_dotProduct]
      · exact (energy_pos hA h).le
    rw [← deflated_energy hA hZ x, hy, mulVec_add, dotProduct_add, add_dotProduct,
      add_dotProduct, h1, h2]
    linarith
```

`Set.range` collects the energies of $x-Zc$ for all coefficient vectors $c$. `IsLeast` says that the given number belongs to this set and is a lower bound for it. In ordinary notation,

$$x\cdot PAx=\min_c\,(x-Zc)\cdot A(x-Zc).$$

This is the general form of the $\tfrac32$ in the opening example: the deflated energy is what is left after the system has relaxed along the deflation vectors.

That the value is attained follows from $P^Tx=x-Zc_*$ and the energy identity. For the lower bound, take any $c$ and set $d=c_*-c$. Then

$$x-Zc=P^Tx+Zd.$$

The two parts are orthogonal with respect to $A$, because

$$(P^Tx)\cdot AZd=x\cdot(PAZ)d=0,$$

and the symmetry of $A$ removes the other cross term. Hence

$$(x-Zc)\cdot A(x-Zc)=x\cdot PAx+(Zd)\cdot A(Zd)\ge x\cdot PAx.$$

In the code, `hy` is the splitting, `h1` and `h2` are the vanishing cross terms, and `h3` is the nonnegative energy of $Zd$. After the energy has been expanded, `linarith` draws the inequality from `h3`.

## Counting the directions that remain

```lean
/-- The rank of `P A` and the number of deflation vectors add up to the full dimension. -/
theorem deflated_rank {A : Matrix n n ℝ} {Z : Matrix n m ℝ} (hA : A.PosDef)
    (hZ : Function.Injective Z.mulVec) :
    (deflation A Z * A).rank + Fintype.card m = Fintype.card n := by
  have h := LinearMap.finrank_range_add_finrank_ker (deflation A Z * A).mulVecLin
  have hinj : Function.Injective Z.mulVecLin := hZ
  rw [(deflation_projector hA hZ).2.2, LinearMap.finrank_range_of_inj hinj] at h
  simp only [Module.finrank_fintype_fun_eq_card] at h
  exact h

end

end DeflationProjector
```

The rank–nullity theorem says that the rank of $PA$ plus the dimension of its kernel is $|n|$. The kernel is the column space of $Z$, whose dimension is $|m|$ because the columns are independent. Therefore

$$\operatorname{rank}(PA)+|m|=|n|.$$

Each independent deflation vector thus costs exactly one dimension of rank. The code takes the kernel equality from the previous section as `.2.2`, the third of the three claims in `deflation_projector`.

## Starting from a subspace

The deflation space could have been given as a subspace $W$ of $\mathbb R^n$, without a matrix $Z$. This loses no information about $P$: replacing $Z$ by $ZS$ with $S$ invertible changes $E$ to $S^TES$, and the factors of $S$ cancel in $P$. The independence hypothesis would disappear, and the kernel claim would read $\ker(PA)=W$. The price is that the coarse matrix, which a program can assemble and factorise, would no longer appear in the statement, and a basis would have to be chosen to recover it.

Complex Hermitian matrices, as they occur at general $k$-points, would be a different change: the transposes would become conjugate transposes throughout, whereas the Lean code above fixes real entries from the start.

```lean
#print axioms DeflationProjector.deflation_projector
#print axioms DeflationProjector.deflated_energy_isLeast
#print axioms DeflationProjector.deflated_rank
```

```
'DeflationProjector.deflation_projector' depends on axioms: [propext, Classical.choice, Quot.sound]
'DeflationProjector.deflated_energy_isLeast' depends on axioms: [propext, Classical.choice, Quot.sound]
'DeflationProjector.deflated_rank' depends on axioms: [propext, Classical.choice, Quot.sound]
```
